# Photon-number moments of a coherent state from the Dobinski formula

## Why is the second moment not $|\alpha|^4$?

To find the photon-number moments of a single-mode coherent state, I describe the state by its number-basis amplitudes $c_k=e^{-|\alpha|^2/2}\alpha^k/\sqrt{k!}$ and take the $n$-th moment to be the series $\sum_k \overline{c_k}\,k^n c_k$. The annihilation operator $a$ just multiplies this state by $\alpha$, so I expected $N=a^\dagger a$ to give $\langle N^n\rangle=|\alpha|^{2n}$. But for $n=2$ I get $|\alpha|^4+|\alpha|^2$. Where do the extra terms come from, and what are they for general $n$?

## Reordering brings in the Stirling numbers

In a product with every $a^\dagger$ to the left of every $a$, the expectation value follows from replacing $a\to\alpha$ and $a^\dagger\to\overline\alpha$. For $n\ge2$ the product $(a^\dagger a)^n$ is not in that order, and reordering it with $aa^\dagger=a^\dagger a+1$ produces the extra terms. The general result is
$$\langle N^n\rangle=T_n(|\alpha|^2),\qquad T_n(x)=\sum_{j=0}^n S(n,j)\,x^j,$$
where $S(n,j)$ are the Stirling numbers of the second kind.

**Powers of $N$.** Suppose $f_0=1$ and $Nf_j=f_{j+1}+jf_j$. If $N^n=\sum_j S(n,j)f_j$, then multiplying by $N$ gives $f_j$ the coefficient $S(n,j-1)+jS(n,j)=S(n+1,j)$ for $j\ge1$, and $0=S(n+1,0)$ for $j=0$. The expansion therefore holds for all $n$ by induction.

From $aa^\dagger=a^\dagger a+1$, induction on $j$ gives $a^\dagger a\,a^{\dagger j}=a^{\dagger (j+1)}a+j\,a^{\dagger j}$. Multiplying by $a^j$ on the right shows that $f_j=a^{\dagger j}a^j$ qualifies, so
$$(a^\dagger a)^n=\sum_j S(n,j)\,a^{\dagger j}a^j.$$

The falling factorials $(k)_j=k(k-1)\cdots(k-j+1)$ qualify too, because $(k)_{j+1}=(k-j)(k)_j$. Hence $k^n=\sum_j S(n,j)(k)_j$.

**The series.** Terms with $k<j$ vanish, and setting $k=m+j$ gives
$$\sum_k e^{-x}\frac{x^k}{k!}(k)_j=e^{-x}x^j\sum_m\frac{x^m}{m!}=x^j.$$
Summing over $j$ with weights $S(n,j)$ yields the Dobinski formula $\sum_k e^{-x}x^kk^n/k!=T_n(x)$. Since $|c_k|^2=e^{-|\alpha|^2}|\alpha|^{2k}/k!$, the moment is its value at $x=|\alpha|^2$.

**Recursion.** In $T_{n+1}$ the $k=0$ term vanishes. With $k=m+1$,
$$T_{n+1}(x)=x\sum_m e^{-x}\frac{x^m}{m!}(m+1)^n=x\sum_{i=0}^n\binom ni T_i(x).$$
At $x=1$ these values are the Bell numbers $B_n=\sum_jS(n,j)$, and $\sum_k k^n/k!=eB_n$.

In Lean 4 with Mathlib:

```lean
import Mathlib

open Finset ComplexConjugate

namespace DobinskiCoherent

noncomputable section

/-- The Touchard polynomial: the sum over `j` of `S(n,j) x^j`, with Stirling numbers of the
second kind `S(n,j)`. -/
def touchard (n : ℕ) (x : ℝ) : ℝ :=
  ∑ j ∈ range (n + 1), (Nat.stirlingSecond n j : ℝ) * x ^ j

/-- The Bell number, as the sum over `j` of the Stirling numbers `S(n,j)`. -/
def bell (n : ℕ) : ℕ := ∑ j ∈ range (n + 1), Nat.stirlingSecond n j

/-- The annihilation operator on number-basis amplitudes: `(a c)_k = √(k+1) c_{k+1}`. -/
def annihilate (c : ℕ → ℂ) : ℕ → ℂ := fun k => (√((k : ℝ) + 1) : ℝ) * c (k + 1)

/-- The number operator on number-basis amplitudes: `(N c)_k = k c_k`. -/
def number (c : ℕ → ℂ) : ℕ → ℂ := fun k => (k : ℂ) * c k

/-- The number-basis amplitudes `exp(-|α|²/2) α^k / √(k!)` of the coherent state `α`. -/
def coherent (α : ℂ) : ℕ → ℂ := fun k =>
  ((Real.exp (-‖α‖ ^ 2 / 2) / √(k.factorial : ℝ) : ℝ) : ℂ) * α ^ k

/-- If `f 0 = 1` and multiplication by `N` sends `f j` to `f (j+1) + j f j`, then `N^n` is the
sum over `j` of `S(n,j) f j`. -/
theorem pow_eq_stirling_sum {R : Type*} [Ring R] (N : R) (f : ℕ → R) (h0 : f 0 = 1)
    (hN : ∀ j, N * f j = f (j + 1) + j • f j) (n : ℕ) :
    N ^ n = ∑ j ∈ range (n + 1), Nat.stirlingSecond n j • f j := by
  induction n with
  | zero => simp [h0]
  | succ n ih =>
    -- the diagonal terms, with the summation index shifted by one
    have hshift : ∑ j ∈ range (n + 1), (j * Nat.stirlingSecond n j) • f j =
        ∑ j ∈ range (n + 1), ((j + 1) * Nat.stirlingSecond n (j + 1)) • f (j + 1) := by
      have hz : Nat.stirlingSecond n (n + 1) = 0 :=
        Nat.stirlingSecond_eq_zero_of_lt (Nat.lt_succ_self n)
      have h1 := sum_range_succ (fun j => (j * Nat.stirlingSecond n j) • f j) (n + 1)
      have h2 := sum_range_succ' (fun j => (j * Nat.stirlingSecond n j) • f j) (n + 1)
      rw [h1] at h2
      simp only [hz, mul_zero, zero_mul, zero_smul, add_zero] at h2
      exact h2
    calc N ^ (n + 1) = ∑ j ∈ range (n + 1), (Nat.stirlingSecond n j • f (j + 1) +
          (j * Nat.stirlingSecond n j) • f j) := by
          rw [pow_succ', ih, mul_sum]
          refine sum_congr rfl fun j _ => ?_
          rw [mul_smul_comm, hN, smul_add, smul_smul, mul_comm (Nat.stirlingSecond n j) j]
      _ = ∑ j ∈ range (n + 1), Nat.stirlingSecond (n + 1) (j + 1) • f (j + 1) := by
          rw [sum_add_distrib, hshift, ← sum_add_distrib]
          refine sum_congr rfl fun j _ => ?_
          rw [← add_smul, Nat.stirlingSecond_succ_succ]
          congr 1
          ring
      _ = ∑ j ∈ range (n + 1 + 1), Nat.stirlingSecond (n + 1) j • f j := by
          rw [sum_range_succ' _ (n + 1)]
          simp [Nat.stirlingSecond_succ_zero]

/-- Normal ordering of powers of the number operator: if `a a† - a† a = 1`, then `(a† a)^n` is
the sum over `j` of `S(n,j) a†^j a^j`. -/
theorem number_pow_normal_ordered {R : Type*} [Ring R] (a ad : R)
    (h : a * ad - ad * a = 1) (n : ℕ) :
    (ad * a) ^ n = ∑ j ∈ range (n + 1), Nat.stirlingSecond n j • (ad ^ j * a ^ j) := by
  have hc : a * ad = ad * a + 1 := by rw [← h]; abel
  -- moving the number operator through j creation operators
  have hmove (j : ℕ) : ad * a * ad ^ j = ad ^ (j + 1) * a + j • ad ^ j := by
    induction j with
    | zero => simp
    | succ j ih =>
      calc ad * a * ad ^ (j + 1) = ad * a * ad ^ j * ad := by rw [pow_succ, ← mul_assoc]
        _ = ad ^ (j + 1) * (a * ad) + j • (ad ^ j * ad) := by
            rw [ih, add_mul, mul_assoc, smul_mul_assoc]
        _ = ad ^ (j + 1) * (ad * a + 1) + j • ad ^ (j + 1) := by rw [hc, ← pow_succ]
        _ = ad ^ (j + 1 + 1) * a + (j + 1) • ad ^ (j + 1) := by
            rw [mul_add, mul_one, ← mul_assoc, ← pow_succ, add_smul, one_smul]
            abel
  refine pow_eq_stirling_sum (ad * a) (fun j => ad ^ j * a ^ j) (by simp) (fun j => ?_) n

  rw [← mul_assoc, hmove, add_mul, smul_mul_assoc, mul_assoc, ← pow_succ']

/-- On complex polynomials, differentiation as `a` and multiplication by `X` as `a†` satisfy
`a a† - a† a = 1`. -/
theorem number_pow_normal_ordered_witness :
    (Polynomial.derivative : Module.End ℂ (Polynomial ℂ)) *
        LinearMap.mulLeft ℂ (Polynomial.X : Polynomial ℂ) -
      LinearMap.mulLeft ℂ (Polynomial.X : Polynomial ℂ) *
        (Polynomial.derivative : Module.End ℂ (Polynomial ℂ)) = 1 := by
  refine LinearMap.ext fun p => ?_
  simp [Module.End.mul_apply, Polynomial.derivative_mul]

/-- The `n`-th power of a photon number `k` is the sum over `j` of `S(n,j)` times the falling
factorial `k(k-1)...(k-j+1)`. -/
theorem photon_pow_eq (k n : ℕ) : (k : ℝ) ^ n =
    ∑ j ∈ range (n + 1), (Nat.stirlingSecond n j : ℝ) * (k.descFactorial j : ℝ) := by
  have h := pow_eq_stirling_sum (k : ℝ) (fun j => (k.descFactorial j : ℝ)) (by simp)
    (fun j => by
      rcases le_or_gt j k with hj | hj
      · simp only [Nat.descFactorial_succ, Nat.cast_mul, Nat.cast_sub hj, nsmul_eq_mul]
        ring
      · simp [Nat.descFactorial_succ, Nat.descFactorial_eq_zero_iff_lt.2 hj]) n
  simpa only [nsmul_eq_mul] using h

/-- Dobinski formula: for real `x` the series over `k` of `exp(-x) x^k k^n / k!` converges to
the sum over `j` of `S(n,j) x^j`. -/
theorem dobinski (x : ℝ) (n : ℕ) :
    HasSum (fun k : ℕ => Real.exp (-x) * x ^ k * (k : ℝ) ^ n / (k.factorial : ℝ))
      (touchard n x) := by
  have hexp : HasSum (fun m : ℕ => x ^ m / (m.factorial : ℝ)) (Real.exp x) := by
    rw [Real.exp_eq_exp_ℝ]
    exact NormedSpace.expSeries_div_hasSum_exp x
  -- each falling factorial shifts the exponential series by j
  have hfac (j : ℕ) : HasSum (fun k : ℕ => Real.exp (-x) * x ^ k / (k.factorial : ℝ) *
      (k.descFactorial j : ℝ)) (x ^ j) := by
    refine ((add_left_injective j).hasSum_iff ?_).1 ?_
    · intro k hk
      have hkj : k < j := by
        by_contra hh
        exact hk ⟨k - j, Nat.sub_add_cancel (not_lt.1 hh)⟩
      simp [Nat.descFactorial_eq_zero_iff_lt.2 hkj]
    · have h := hexp.mul_left (Real.exp (-x) * x ^ j)
      have hv : Real.exp (-x) * x ^ j * Real.exp x = x ^ j := by
        rw [mul_right_comm, ← Real.exp_add]
        simp
      rw [hv] at h
      have hterm (m : ℕ) : Real.exp (-x) * x ^ (m + j) / ((m + j).factorial : ℝ) *
          ((m + j).descFactorial j : ℝ) =
          Real.exp (-x) * x ^ j * (x ^ m / (m.factorial : ℝ)) := by
        have hd : (m.factorial : ℝ) * ((m + j).descFactorial j : ℝ) =
            ((m + j).factorial : ℝ) := by
          have h := Nat.factorial_mul_descFactorial (Nat.le_add_left j m)
          rw [Nat.add_sub_cancel] at h
          exact_mod_cast h
        have hm : (m.factorial : ℝ) ≠ 0 := by positivity
        have hmj : ((m + j).factorial : ℝ) ≠ 0 := by positivity
        rw [div_mul_eq_mul_div, ← mul_div_assoc, div_eq_div_iff hmj hm, pow_add]
        linear_combination Real.exp (-x) * x ^ m * x ^ j * hd
      change HasSum (fun m : ℕ => Real.exp (-x) * x ^ (m + j) / ((m + j).factorial : ℝ) *
        ((m + j).descFactorial j : ℝ)) (x ^ j)
      rw [funext hterm]
      exact h
  have hs := hasSum_sum (s := range (n + 1))
    (fun j _ => (hfac j).mul_left (Nat.stirlingSecond n j : ℝ))
  have hterm (k : ℕ) : Real.exp (-x) * x ^ k * (k : ℝ) ^ n / (k.factorial : ℝ) =
      ∑ j ∈ range (n + 1), (Nat.stirlingSecond n j : ℝ) *
        (Real.exp (-x) * x ^ k / (k.factorial : ℝ) * (k.descFactorial j : ℝ)) := by
    rw [photon_pow_eq, mul_sum, sum_div]
    exact sum_congr rfl fun j _ => by ring
  rw [funext hterm]
  exact hs

/-- The annihilation operator multiplies the amplitudes of the coherent state `α` by `α`. -/
theorem annihilate_coherent (α : ℂ) : annihilate (coherent α) = α • coherent α := by
  funext k
  have hr : √((k : ℝ) + 1) * (Real.exp (-‖α‖ ^ 2 / 2) / √((k + 1).factorial : ℝ)) =
      Real.exp (-‖α‖ ^ 2 / 2) / √(k.factorial : ℝ) := by
    have h1 : √((k : ℝ) + 1) ≠ 0 := by positivity
    have h2 : √(k.factorial : ℝ) ≠ 0 := by positivity
    rw [Nat.factorial_succ, Nat.cast_mul, Nat.cast_succ, Real.sqrt_mul (by positivity)]
    field_simp
  simp only [annihilate, coherent, Pi.smul_apply, smul_eq_mul]
  rw [← hr, Complex.ofReal_mul]
  ring

/-- The `n`-th moment of the photon number in the coherent state `α` is the sum over `j` of
`S(n,j) |α|^(2j)`. -/
theorem coherent_number_moment (α : ℂ) (n : ℕ) :
    HasSum (fun k => conj (coherent α k) * (number^[n] (coherent α)) k)
      ((touchard n (‖α‖ ^ 2) : ℝ) : ℂ) := by
  have hit (k : ℕ) : (number^[n] (coherent α)) k = (k : ℂ) ^ n * coherent α k := by
    induction n with
    | zero => simp
    | succ n ih =>
      rw [Function.iterate_succ_apply', number, ih]
      ring
  -- the photon number distribution is Poissonian
  have hnorm (k : ℕ) : ‖coherent α k‖ ^ 2 =
      Real.exp (-‖α‖ ^ 2) * (‖α‖ ^ 2) ^ k / (k.factorial : ℝ) := by
    have he : Real.exp (-‖α‖ ^ 2 / 2) ^ 2 = Real.exp (-‖α‖ ^ 2) := by
      rw [sq, ← Real.exp_add]
      congr 1
      ring
    rw [coherent, norm_mul, Complex.norm_real, norm_pow, Real.norm_of_nonneg (by positivity),
      mul_pow, div_pow, he, Real.sq_sqrt (by positivity)]
    ring
  have h := Complex.ofRealCLM.hasSum (dobinski (‖α‖ ^ 2) n)
  convert h using 1
  · funext k
    rw [hit, mul_left_comm, Complex.conj_mul', ← Complex.ofReal_pow, hnorm]
    simp only [Complex.ofRealCLM_apply]
    push_cast
    ring
  · rfl

/-- Recursion for the Touchard polynomials: `T_{n+1}(x)` is `x` times the sum over `i` of
`C(n,i) T_i(x)`. -/
theorem touchard_succ (n : ℕ) (x : ℝ) :
    touchard (n + 1) x = x * ∑ i ∈ range (n + 1), (n.choose i : ℝ) * touchard i x := by
  -- the vacuum term vanishes, so the series may start at one photon
  have h1 := (hasSum_nat_add_iff' 1).2 (dobinski x (n + 1))
  have h2 := (hasSum_sum (s := range (n + 1))
    (fun i _ => (dobinski x i).mul_left (n.choose i : ℝ))).mul_left x
  have h3 : touchard (n + 1) x - ∑ k ∈ range 1,
      Real.exp (-x) * x ^ k * (k : ℝ) ^ (n + 1) / (k.factorial : ℝ) = touchard (n + 1) x := by
    simp
  rw [h3] at h1
  have hb (k : ℕ) : ∑ i ∈ range (n + 1), (n.choose i : ℝ) *
      (Real.exp (-x) * x ^ k * (k : ℝ) ^ i / (k.factorial : ℝ)) =
      Real.exp (-x) * x ^ k / (k.factorial : ℝ) * ((k : ℝ) + 1) ^ n := by
    rw [add_pow, mul_sum]
    refine sum_congr rfl fun i _ => ?_
    rw [one_pow]
    ring
  have hterm (k : ℕ) : Real.exp (-x) * x ^ (k + 1) * ((k + 1 : ℕ) : ℝ) ^ (n + 1) /
      ((k + 1).factorial : ℝ) = x * ∑ i ∈ range (n + 1), (n.choose i : ℝ) *
        (Real.exp (-x) * x ^ k * (k : ℝ) ^ i / (k.factorial : ℝ)) := by
    have hk : (k.factorial : ℝ) ≠ 0 := by positivity
    have hk1 : (k : ℝ) + 1 ≠ 0 := by positivity
    rw [hb, Nat.factorial_succ, Nat.cast_mul, Nat.cast_succ, div_mul_eq_mul_div,
      ← mul_div_assoc, div_eq_div_iff (mul_ne_zero hk1 hk) hk]
    ring
  refine h1.unique ?_
  rw [funext hterm]
  exact h2

/-- The series over `k` of `k^n / k!` converges to `e` times the `n`-th Bell number. -/
theorem dobinski_bell (n : ℕ) :
    HasSum (fun k : ℕ => (k : ℝ) ^ n / (k.factorial : ℝ)) (Real.exp 1 * (bell n : ℝ)) := by
  have h := (dobinski 1 n).mul_left (Real.exp 1)
  have he : Real.exp 1 * Real.exp (-1) = 1 := by rw [← Real.exp_add]; simp
  have hv : touchard n 1 = (bell n : ℝ) := by simp [touchard, bell]
  have hterm (k : ℕ) : (k : ℝ) ^ n / (k.factorial : ℝ) =
      Real.exp 1 * (Real.exp (-1) * 1 ^ k * (k : ℝ) ^ n / (k.factorial : ℝ)) := by
    rw [one_pow]
    linear_combination (-((k : ℝ) ^ n / (k.factorial : ℝ))) * he
  rw [funext hterm, ← hv]
  exact h

/-- Recursion for the Bell numbers: `B_{n+1}` is the sum over `i` of `C(n,i) B_i`. -/
theorem bell_succ (n : ℕ) : bell (n + 1) = ∑ i ∈ range (n + 1), n.choose i * bell i := by
  have hT (m : ℕ) : touchard m 1 = (bell m : ℝ) := by simp [touchard, bell]
  have h := touchard_succ n 1
  simp only [hT, one_mul] at h
  exact_mod_cast h

end

end DobinskiCoherent
```

```lean
#print axioms DobinskiCoherent.annihilate_coherent
#print axioms DobinskiCoherent.coherent_number_moment
#print axioms DobinskiCoherent.dobinski_bell
#print axioms DobinskiCoherent.bell_succ
```

```
'DobinskiCoherent.annihilate_coherent' depends on axioms: [propext, Classical.choice, Quot.sound]
'DobinskiCoherent.coherent_number_moment' depends on axioms: [propext, Classical.choice, Quot.sound]
'DobinskiCoherent.dobinski_bell' depends on axioms: [propext, Classical.choice, Quot.sound]
'DobinskiCoherent.bell_succ' depends on axioms: [propext, Classical.choice, Quot.sound]
```

**What the statements say.** `touchard n x` is $T_n(x)$ and `bell n` is $B_n$. `HasSum` states that a series converges to the given value, independently of the order of its terms. `dobinski` holds for every real $x$, although the weights are Poisson probabilities only for $x\ge0$. The convention $0^0=1$ makes the case $n=0$ the normalisation of the state.

In `coherent_number_moment`, `number^[n]` means $N$ applied $n$ times. The operators `annihilate` and `number` act on arbitrary complex sequences; identifying them with unbounded operators on Fock space, with their domains, is the step left to the reader.

`number_pow_normal_ordered` concerns any ring elements `a` and `ad` with $[a,a^\dagger]=1$; `ad` is not required to be an adjoint. Differentiation and multiplication by $X$ on polynomials satisfy this relation.

For one ideal mode in a pure coherent state, the moments give reference values for a simulation with a truncated number basis.

**How the lemmas fit together.** `pow_eq_stirling_sum` is the induction above, with `hshift` realigning the index. `hmove` carries $N$ through the creation operators. `photon_pow_eq` treats $j\le k$ and $j>k$ separately, because subtraction of natural numbers stops at zero.

In `dobinski`, `hfac` is the shifted exponential series, and `hasSum_sum` adds the finitely many series. The moment theorem then uses `hit` for $(N^nc)_k=k^nc_k$ and `hnorm` for the Poisson weights. It does not need `annihilate_coherent`, which checks $\sqrt{k+1}\,c_{k+1}=\alpha c_k$ separately.

`touchard_succ` removes the vacuum term, applies the binomial theorem in `hb`, and equates the two values by uniqueness of the sum. `dobinski_bell` and `bell_succ` set $x=1$.
